# A harmonic restraint makes an index-one saddle Hessian positive definite exactly when $1+k\langle n,H^{-1}n\rangle<0$

To decide when a harmonic restraint turns a transition state into a minimum, we represent the transition state by its Hessian alone: a real symmetric matrix $H$ with nonzero determinant and exactly one negative eigenvalue. The rest of the energy surface does not enter.

## What a restraint adds to the Hessian

Let $r_0$ be the saddle geometry, $n$ a vector in coordinate space and $k\ge 0$ a stiffness. The restraint energy

$$\frac{k}{2}\langle n,r-r_0\rangle^2$$

adds $k\,nn^{T}$ to the Hessian. The vector $n$ need not be normalised; along the unit vector $n/|n|$ the added curvature is $k|n|^2$.

The new Hessian is $A=H+k\,nn^T$. If it is positive definite, the saddle has become a strict local minimum of the restrained energy, provided that the gradient still vanishes there. The restraint above ensures this because it is centred at $r_0$. The theorems concern only the Hessian, so a restraint centred elsewhere needs a separate argument about where the stationary point moves.

For a restraint centred at a known saddle, the criterion tells whether that saddle is a strict minimum of the restrained energy, within a finite-dimensional, second-order description of the energy surface. If it is, a suitable minimizer started close enough can converge to it.

## The criterion and the critical stiffness

Let $u$ solve $Hu=n$, so that $u=H^{-1}n$. The main theorem, `restrained_posDef_iff`, says that for $k\ge0$

$$H+k\,nn^T \text{ is positive definite}\iff 1+k\langle n,u\rangle<0.$$

The theorem `critical_stiffness` puts the same condition as $\langle n,u\rangle<0$ together with $k>1/(-\langle n,u\rangle)$. If $\langle n,u\rangle\ge0$, no stiffness is enough.

In Lean, the finite type `ι` labels the coordinates, and `IsIndexOneSaddle H` collects the conditions on $H$:

- `symm` says that $H$ is Hermitian, which for real entries means symmetric.
- `nondegenerate` says that $\det H\neq0$. Physically, no eigenvector of $H$ has zero curvature; for a free molecule, overall translations and rotations must already have been removed.
- `one_negative` says that exactly one index carries a negative eigenvalue, so multiplicity counts.

The matrix $A$ is `restrainedHessian H k n`, the scalar product is `n ⬝ᵥ u`, and the hypothesis `H *ᵥ u = n` stands in for the inverse. The case $n=0$ is allowed: then $u=0$, and both sides of the equivalence are false.

The name `mode` means a normalised eigenvector of the given matrix. It is a vibrational normal mode in the textbook sense only if the Hessian is mass-weighted.

## Two signs decide the matter

**The saddle.** Let $e_j$ be orthonormal eigenvectors of $H$ with eigenvalues $\lambda_j$, and let $i$ be the index with $\lambda_i<0$. All other eigenvalues are positive, since none is zero. Hence $\det H=\prod_j\lambda_j<0$. Expanding a displacement $x$ in the eigenvectors gives

$$\langle x,Hx\rangle=\sum_j\lambda_j\langle e_j,x\rangle^2.$$

If $x\ne0$ is orthogonal to $v=e_i$, the negative term vanishes and some other component is nonzero, so $\langle x,Hx\rangle>0$.

**The determinant.** Since $n=Hu$, we have $A=H(1+k\,un^T)$. For a column $B$ and a row $C$, the block matrix

$$\begin{pmatrix}1&-B\\C&1\end{pmatrix}$$

has determinant $\det(1+BC)$ or $\det(1+CB)$, depending on which block is eliminated, so the two are equal. With $B=ku$ and $C=n^T$ this gives

$$\det A=\det H\,(1+k\langle n,u\rangle).$$

**Necessity.** If $A$ is positive definite, then $\det A>0$. As $\det H<0$, the factor $1+k\langle n,u\rangle$ must be negative.

**Sufficiency.** If that factor is negative, then $\det A>0$. For nonzero $x$ orthogonal to $v$,

$$\langle x,Ax\rangle=\langle x,Hx\rangle+k\langle n,x\rangle^2>0.$$

Suppose that $A$ nevertheless had an eigenvalue $\mu_i\le0$, where indices now label the eigenvectors $a_j$ of $A$. The positive determinant forces another eigenvalue $\mu_j<0$ with $j\neq i$. Choose $p,q$, not both zero, so that $w=pa_i+qa_j$ is orthogonal to $v$. This is one linear equation in two unknowns, so a solution exists. Then $w\ne0$, but

$$\langle w,Aw\rangle=p^2\mu_i+q^2\mu_j\le0,$$

which is a contradiction. All eigenvalues of $A$ are therefore positive.

**The critical stiffness.** For $k\ge0$, the inequality $1+k\langle n,u\rangle<0$ requires $\langle n,u\rangle<0$. Dividing by $-\langle n,u\rangle>0$ gives the threshold.

## Overlap with the unstable mode is not enough

Take $H=\mathrm{diag}(-1,1)$ and $n=(1,2)$. The normalised overlap of $n$ with the unstable direction $(1,0)$ is $1/\sqrt5$, yet $\langle n,H^{-1}n\rangle=-1+4=3$. The displacement $(2,-1)$ is orthogonal to $n$, so it does not feel the restraint. Its curvature is $-3$, or $-3/5$ after normalisation, for every $k$.

## A second negative eigenvalue breaks the equivalence

Let $H=\mathrm{diag}(-1,-1)$, $n=(1,0)$ and $k=2$. Then $u=(-1,0)$ and $1+k\langle n,u\rangle=-1<0$, but $A=\mathrm{diag}(1,-1)$ is not positive definite. "Exactly one negative eigenvalue" therefore cannot be weakened to "at least one".

## The Lean development

```lean
import Mathlib

open Matrix

namespace RestrainedSaddle

variable {ι : Type*} [Fintype ι] [DecidableEq ι]

/-- The Hessian of a nondegenerate index-one saddle: a real symmetric matrix with nonzero
determinant and exactly one negative eigenvalue, counted with multiplicity. -/
structure IsIndexOneSaddle (H : Matrix ι ι ℝ) : Prop where
  symm : H.IsHermitian
  nondegenerate : H.det ≠ 0
  one_negative : ∃! i, symm.eigenvalues i < 0

/-- The Hessian `H + k n nᵀ` after adding a harmonic restraint of stiffness `k` along `n`. -/
def restrainedHessian (H : Matrix ι ι ℝ) (k : ℝ) (n : ι → ℝ) : Matrix ι ι ℝ :=
  H + k • vecMulVec n n

/-- The `j`-th vector of an orthonormal eigenbasis of a real symmetric matrix. -/
noncomputable def mode {A : Matrix ι ι ℝ} (hA : A.IsHermitian) (j : ι) : ι → ℝ :=
  (hA.eigenvectorBasis j).ofLp

/-- The scalar product of two vectors is the sum of products of their components in the orthonormal
eigenbasis of a real symmetric matrix. -/
theorem dot_eq_sum_modes {A : Matrix ι ι ℝ} (hA : A.IsHermitian) (x y : ι → ℝ) :
    x ⬝ᵥ y = ∑ j, (mode hA j ⬝ᵥ x) * (mode hA j ⬝ᵥ y) := by
  have h := hA.eigenvectorBasis.sum_inner_mul_inner (WithLp.toLp 2 x) (WithLp.toLp 2 y)
  simp only [EuclideanSpace.inner_eq_star_dotProduct, star_trivial] at h
  calc x ⬝ᵥ y = y ⬝ᵥ x := dotProduct_comm _ _
    _ = ∑ j, (mode hA j ⬝ᵥ x) * (y ⬝ᵥ mode hA j) := h.symm
    _ = _ := Finset.sum_congr rfl fun j _ => by rw [dotProduct_comm y]

/-- The quadratic form of a real symmetric matrix is the sum, over an orthonormal eigenbasis, of
eigenvalue times squared component. -/
theorem curvature_eq_sum_modes {A : Matrix ι ι ℝ} (hA : A.IsHermitian) (x : ι → ℝ) :
    x ⬝ᵥ A *ᵥ x = ∑ j, hA.eigenvalues j * (mode hA j ⬝ᵥ x) ^ 2 := by
  have ht : Aᵀ = A := by
    rw [← Matrix.conjTranspose_eq_transpose_of_trivial]
    exact hA
  rw [dot_eq_sum_modes hA]
  refine Finset.sum_congr rfl fun j _ => ?_
  have he : A *ᵥ mode hA j = hA.eigenvalues j • mode hA j := hA.mulVec_eigenvectorBasis j
  -- move the matrix onto the mode, where it acts as a number
  have h : mode hA j ⬝ᵥ A *ᵥ x = hA.eigenvalues j * (mode hA j ⬝ᵥ x) := by
    rw [Matrix.dotProduct_mulVec, ← Matrix.mulVec_transpose, ht, he, smul_dotProduct,
      smul_eq_mul]
  rw [h]
  ring

/-- At a nondegenerate index-one saddle the Hessian determinant is negative, and there is a
direction `v` such that every nonzero displacement orthogonal to `v` has positive curvature. -/
theorem IsIndexOneSaddle.det_neg_and_pos {H : Matrix ι ι ℝ} (hS : IsIndexOneSaddle H) :
    H.det < 0 ∧ ∃ v : ι → ℝ, ∀ x, x ≠ 0 → v ⬝ᵥ x = 0 → 0 < x ⬝ᵥ H *ᵥ x := by
  obtain ⟨i, hi, huniq⟩ := hS.one_negative
  have hdet : H.det = ∏ j, hS.symm.eigenvalues j := hS.symm.det_eq_prod_eigenvalues
  have hne := hS.nondegenerate
  rw [hdet, Finset.prod_ne_zero_iff] at hne
  have hpos : ∀ j, j ≠ i → 0 < hS.symm.eigenvalues j := fun j hj =>
    lt_of_le_of_ne (not_lt.1 fun h => hj (huniq j h)) (hne j (Finset.mem_univ j)).symm
  constructor
  · rw [hdet, ← Finset.mul_prod_erase Finset.univ _ (Finset.mem_univ i)]
    exact mul_neg_of_neg_of_pos hi
      (Finset.prod_pos fun j hj => hpos j (Finset.ne_of_mem_erase hj))
  · refine ⟨mode hS.symm i, fun x hx hv => ?_⟩
    -- a nonzero displacement has a nonzero component on some mode
    have hex : ∃ j, mode hS.symm j ⬝ᵥ x ≠ 0 := by
      by_contra hcon
      have hall : ∀ j, mode hS.symm j ⬝ᵥ x = 0 := fun j =>
        by_contra fun h => hcon ⟨j, h⟩
      apply hx
      apply dotProduct_self_eq_zero.1
      rw [dot_eq_sum_modes hS.symm]
      exact Finset.sum_eq_zero fun j _ => by rw [hall j, mul_zero]
    obtain ⟨j, hj⟩ := hex
    have hji : j ≠ i := fun h => hj (by rw [h]; exact hv)
    rw [curvature_eq_sum_modes hS.symm]
    refine Finset.sum_pos' (fun l _ => ?_)
      ⟨j, Finset.mem_univ j, mul_pos (hpos j hji) (by positivity)⟩
    by_cases hl : l = i
    · rw [hl, hv]
      simp
    · exact mul_nonneg (hpos l hl).le (sq_nonneg _)

/-- If `H u = n`, the restraint multiplies the Hessian determinant by `1 + k ⟨n, u⟩`. -/
theorem det_restrainedHessian {H : Matrix ι ι ℝ} {n u : ι → ℝ} (k : ℝ) (hu : H *ᵥ u = n) :
    (restrainedHessian H k n).det = H.det * (1 + k * (n ⬝ᵥ u)) := by
  have hfac : restrainedHessian H k n = H * (1 + Matrix.of (fun i (_ : Unit) => k * u i) *
      Matrix.of (fun (_ : Unit) j => n j)) := by
    rw [restrainedHessian, Matrix.mul_add, mul_one, ← Matrix.mul_assoc]
    congr 1
    ext i j
    have hi : ∑ l, H i l * u l = n i := congrFun hu i
    have hk : ∑ l, H i l * (k * u l) = k * n i := by
      rw [← hi, Finset.mul_sum]
      exact Finset.sum_congr rfl fun l _ => by ring
    simp only [Matrix.smul_apply, vecMulVec_apply, smul_eq_mul, Matrix.mul_apply,
      Matrix.of_apply, Finset.univ_unique, Finset.sum_singleton]
    rw [hk]
    ring
  -- the rank-one factor reduces to a one-by-one determinant
  have hone : (1 + Matrix.of (fun (_ : Unit) j => n j) *
      Matrix.of (fun i (_ : Unit) => k * u i)).det = 1 + k * (n ⬝ᵥ u) := by
    rw [Matrix.det_unique]
    simp only [Matrix.add_apply, Matrix.one_apply_eq, Matrix.mul_apply, Matrix.of_apply,
      dotProduct, Finset.mul_sum]
    congr 1
    exact Finset.sum_congr rfl fun j _ => by ring
  rw [hfac, Matrix.det_mul, Matrix.det_one_add_mul_comm, hone]

omit [DecidableEq ι] in
/-- The restraint adds `k ⟨n, x⟩²` to the curvature along a displacement `x`. -/
theorem restrained_curvature (H : Matrix ι ι ℝ) (k : ℝ) (n x : ι → ℝ) :
    x ⬝ᵥ restrainedHessian H k n *ᵥ x = x ⬝ᵥ H *ᵥ x + k * (n ⬝ᵥ x) ^ 2 := by
  have h : vecMulVec n n *ᵥ x = (n ⬝ᵥ x) • n := by
    ext i
    simp only [Matrix.mulVec, dotProduct, vecMulVec_apply, Pi.smul_apply, smul_eq_mul,
      Finset.sum_mul]
    exact Finset.sum_congr rfl fun j _ => by ring
  rw [restrainedHessian, Matrix.add_mulVec, Matrix.smul_mulVec, h, dotProduct_add,
    dotProduct_smul, dotProduct_smul, dotProduct_comm x n]
  simp only [smul_eq_mul]
  ring

/-- A symmetric matrix with positive determinant whose quadratic form is positive on all nonzero
vectors orthogonal to some `v` is positive definite. -/
theorem posDef_of_det_pos {A : Matrix ι ι ℝ} (hA : A.IsHermitian) (v : ι → ℝ)
    (hv : ∀ x, x ≠ 0 → v ⬝ᵥ x = 0 → 0 < x ⬝ᵥ A *ᵥ x) (hdet : 0 < A.det) : A.PosDef := by
  have hb : ∀ i j, mode hA i ⬝ᵥ mode hA j = if i = j then 1 else 0 := fun i j => by
    have h := orthonormal_iff_ite.mp hA.eigenvectorBasis.orthonormal i j
    rw [EuclideanSpace.inner_eq_star_dotProduct, star_trivial, dotProduct_comm] at h
    exact h
  have he : ∀ j, A *ᵥ mode hA j = hA.eigenvalues j • mode hA j :=
    fun j => hA.mulVec_eigenvectorBasis j
  rw [hA.posDef_iff_eigenvalues_pos]
  intro i
  by_contra hi
  have hi' := not_lt.1 hi
  have hd : A.det = ∏ j, hA.eigenvalues j := hA.det_eq_prod_eigenvalues
  rw [hd, ← Finset.mul_prod_erase Finset.univ _ (Finset.mem_univ i)] at hdet
  -- the sign of the determinant forces a second mode of negative curvature
  have hex : ∃ j, j ≠ i ∧ hA.eigenvalues j < 0 := by
    by_contra hcon
    have hp : 0 ≤ ∏ j ∈ Finset.univ.erase i, hA.eigenvalues j :=
      Finset.prod_nonneg fun j hj =>
        not_lt.1 fun h => hcon ⟨j, Finset.ne_of_mem_erase hj, h⟩
    nlinarith [mul_nonneg (neg_nonneg.2 hi') hp]
  obtain ⟨j, hji, hj⟩ := hex
  -- some combination of the two modes is orthogonal to v
  have hpq : ∃ p q : ℝ, 0 < p ^ 2 + q ^ 2 ∧
      p * (v ⬝ᵥ mode hA i) + q * (v ⬝ᵥ mode hA j) = 0 := by
    by_cases h : v ⬝ᵥ mode hA i = 0
    · exact ⟨1, 0, by norm_num, by rw [h]; ring⟩
    · exact ⟨v ⬝ᵥ mode hA j, -(v ⬝ᵥ mode hA i), by rw [neg_sq]; positivity, by ring⟩
  obtain ⟨p, q, hpos, horth⟩ := hpq
  have hii : mode hA i ⬝ᵥ mode hA i = 1 := by rw [hb, if_pos rfl]
  have hjj : mode hA j ⬝ᵥ mode hA j = 1 := by rw [hb, if_pos rfl]
  have hij : mode hA i ⬝ᵥ mode hA j = 0 := by rw [hb, if_neg hji.symm]
  have hji' : mode hA j ⬝ᵥ mode hA i = 0 := by rw [hb, if_neg hji]
  have hw : p • mode hA i + q • mode hA j ≠ 0 := by
    intro h
    have h2 := dotProduct_self_eq_zero.2 h
    simp only [add_dotProduct, dotProduct_add, smul_dotProduct, dotProduct_smul,
      smul_eq_mul, hii, hjj, hij, hji'] at h2
    nlinarith
  have hc := hv _ hw (by
    simp only [dotProduct_add, dotProduct_smul, smul_eq_mul]
    exact horth)
  rw [Matrix.mulVec_add, Matrix.mulVec_smul, Matrix.mulVec_smul, he, he] at hc
  simp only [add_dotProduct, dotProduct_add, smul_dotProduct, dotProduct_smul,
    smul_eq_mul, hii, hjj, hij, hji'] at hc
  nlinarith [mul_nonneg (sq_nonneg p) (neg_nonneg.2 hi'),
    mul_nonneg (sq_nonneg q) (neg_nonneg.2 hj.le)]

/-- Let `H` be the Hessian of a nondegenerate index-one saddle and `H u = n`, that is
`u = H⁻¹ n`. A restraint of stiffness `k ≥ 0` along `n` makes the Hessian positive definite
if and only if `1 + k ⟨n, H⁻¹ n⟩ < 0`. -/
theorem restrained_posDef_iff {H : Matrix ι ι ℝ} (hS : IsIndexOneSaddle H) {k : ℝ}
    (hk : 0 ≤ k) {n u : ι → ℝ} (hu : H *ᵥ u = n) :
    (restrainedHessian H k n).PosDef ↔ 1 + k * (n ⬝ᵥ u) < 0 := by
  obtain ⟨hd, v, hv⟩ := hS.det_neg_and_pos
  constructor
  · intro hP
    have h := hP.det_pos
    rw [det_restrainedHessian k hu] at h
    by_contra hcon
    nlinarith [mul_nonneg (neg_nonneg.2 hd.le) (not_lt.1 hcon)]
  · intro h
    have hherm : (restrainedHessian H k n).IsHermitian := Matrix.IsHermitian.ext fun i j => by
      have hs := hS.symm.apply i j
      simp only [star_trivial] at hs ⊢
      simp only [restrainedHessian, Matrix.add_apply, Matrix.smul_apply, vecMulVec_apply,
        smul_eq_mul, hs]
      ring
    refine posDef_of_det_pos hherm v (fun x hx hvx => ?_) ?_
    · -- the restraint never lowers the curvature
      rw [restrained_curvature]
      exact add_pos_of_pos_of_nonneg (hv x hx hvx) (mul_nonneg hk (sq_nonneg _))
    · rw [det_restrainedHessian k hu]
      exact mul_pos_of_neg_of_neg hd h

/-- At a nondegenerate index-one saddle with `H u = n`, a restraint of stiffness `k ≥ 0` makes
the Hessian positive definite exactly when `⟨n, u⟩ < 0` and `k` exceeds the critical stiffness
`1 / (-⟨n, u⟩)`. -/
theorem critical_stiffness {H : Matrix ι ι ℝ} (hS : IsIndexOneSaddle H) {k : ℝ}
    (hk : 0 ≤ k) {n u : ι → ℝ} (hu : H *ᵥ u = n) :
    (restrainedHessian H k n).PosDef ↔ n ⬝ᵥ u < 0 ∧ 1 / (-(n ⬝ᵥ u)) < k := by
  rw [restrained_posDef_iff hS hk hu]
  constructor
  · intro h
    have ha : n ⬝ᵥ u < 0 := by
      by_contra hcon
      nlinarith [mul_nonneg hk (not_lt.1 hcon)]
    refine ⟨ha, ?_⟩
    rw [div_lt_iff₀ (neg_pos.2 ha)]
    linarith
  · rintro ⟨ha, h⟩
    rw [div_lt_iff₀ (neg_pos.2 ha)] at h
    linarith

/-- For the saddle with Hessian `diag(-1, 1)`, a restraint along `(1, 2)` gives a positive
definite Hessian for no stiffness `k`, although `(1, 2)` overlaps the unstable direction
`(1, 0)`. -/
theorem overlap_not_sufficient :
    (![1, 2] : Fin 2 → ℝ) ⬝ᵥ ![1, 0] ≠ 0 ∧
      ∀ k : ℝ, ¬ (restrainedHessian !![-1, 0; 0, 1] k ![1, 2]).PosDef := by
  constructor
  · norm_num [dotProduct, Fin.sum_univ_two]
  · intro k hP
    have hx : (![2, -1] : Fin 2 → ℝ) ≠ 0 := by
      intro h
      have h0 := congrFun h 0
      norm_num at h0
    -- the displacement (2, -1) does not feel the restraint and still lowers the energy
    have h := hP.dotProduct_mulVec_pos hx
    rw [star_trivial, restrained_curvature] at h
    norm_num [Matrix.mulVec, dotProduct, Fin.sum_univ_two] at h

end RestrainedSaddle
```

```lean
#print axioms RestrainedSaddle.critical_stiffness
#print axioms RestrainedSaddle.overlap_not_sufficient
```

```
'RestrainedSaddle.critical_stiffness' depends on axioms: [propext, Classical.choice, Quot.sound]
'RestrainedSaddle.overlap_not_sufficient' depends on axioms: [propext, Classical.choice, Quot.sound]
```

## Determinant and curvature in the Lean proof

The lemma `dot_eq_sum_modes` expands a scalar product in the orthonormal eigenbasis. Applying it to $x$ and $Ax$, `curvature_eq_sum_modes` moves the symmetric matrix onto each eigenvector, where it acts as a number.

The lemma `IsIndexOneSaddle.det_neg_and_pos` supplies both facts about the saddle. For the determinant, `Finset.mul_prod_erase` separates the negative eigenvalue from the positive ones. For the curvature, `Finset.sum_pos'` needs every term to be nonnegative and one to be positive; the latter comes from a nonzero component of $x$.

In `det_restrainedHessian`, `hfac` is the factorisation $A=H(1+k\,un^T)$. The exchange of column and row is `Matrix.det_one_add_mul_comm`, and `hone` evaluates the resulting one-by-one determinant. The lemma `restrained_curvature` computes the added term $k\langle n,x\rangle^2$.

The contradiction with two eigenvectors is `posDef_of_det_pos`. There `hex` finds the second negative eigenvalue and `hpq` chooses $p$ and $q$: it takes $(1,0)$ if the first eigenvector is already orthogonal to $v$, and otherwise $(\langle v,a_j\rangle,-\langle v,a_i\rangle)$. Orthonormality then reduces the curvature of the combination to $p^2\mu_i+q^2\mu_j$, and `nlinarith` closes the sign argument.

The two directions of `restrained_posDef_iff` are the necessity and sufficiency arguments above. For the second, Lean also checks that $A$ is symmetric. The theorem `critical_stiffness` rearranges the inequality with `div_lt_iff₀`, and `overlap_not_sufficient` evaluates the curvature along $(2,-1)$.
